# The many-body expansion up to pair terms is exact for at most two fragments

Let `e` assign an energy to each set of fragments drawn from a finite stock of labels. The lemma says that for a set `S` of at most two fragments, `e S` is the sum of the vacuum term `e ∅`, a one-body term `e {i} - e ∅` for each fragment in `S`, and, for each pair in `S`, the pair's energy less the vacuum term and its two one-body terms. The function `e` is arbitrary, with values in any additive commutative group; no Hamiltonian is assumed, and `e ∅` need not be zero. The proof sets out to turn the conditional sums into sums over `S` and over its two-element subsets, and then treats sets of none, one and two fragments in turn.

The first attempt, which Lean rejects:

```lean
import Mathlib

open Finset

namespace EnergySplit

variable {ι κ α A : Type*} [Fintype ι] [DecidableEq ι] [DecidableEq κ] [DecidableEq α]
  [AddCommGroup A]

/-- The unordered pairs of distinct fragment labels. -/
def pairs (ι : Type*) [Fintype ι] : Finset (Finset ι) := powersetCard 2 univ

/-- The energy of at most two fragments is the sum of a vacuum term, one-body terms and
a pair term. -/
theorem energy_split (e : Finset ι → A) (S : Finset ι) (hS : S.card ≤ 2) :
    e S = e ∅ + ∑ i, (if i ∈ S then e {i} - e ∅ else 0)
      + ∑ q ∈ pairs ι, (if q ⊆ S then e q - e ∅ - ∑ i ∈ q, (e {i} - e ∅) else 0) := by
  have hf : (pairs ι).filter (fun q => q ⊆ S) = powersetCard 2 S := by
    ext q
    simp [pairs, mem_powersetCard, and_comm]
  rw [← sum_filter, hf, sum_ite_mem, univ_inter]
  rcases Nat.lt_or_ge S.card 2 with h | h
  · rw [powersetCard_eq_empty.2 h, sum_empty, add_zero]
    rcases Nat.lt_or_ge S.card 1 with h' | h'
    · have h0 : S = ∅ := card_eq_zero.1 (by omega)
      simp [h0]
    · obtain ⟨a, rfl⟩ := card_eq_one.1 (show S.card = 1 by omega)
      simp
  · have h2 := powersetCard_self S
    rw [le_antisymm hS h] at h2
    rw [h2, sum_singleton]
    abel

end EnergySplit
```

Lean reports:

```
Main.lean:21:20: error: Tactic `rewrite` failed: Did not find an occurrence of the pattern
  {q ∈ pairs ι | q ⊆ S}
in the target expression
  e S = e ∅ + ∑ a with a ∈ S, (e {a} - e ∅) + ∑ q ∈ pairs ι, if q ⊆ S then e q - e ∅ - ∑ i ∈ q, (e {i} - e ∅) else 0

ι : Type u_1
A : Type u_4
inst✝² : Fintype ι
inst✝¹ : DecidableEq ι
inst✝ : AddCommGroup A
e : Finset ι → A
S : Finset ι
hS : #S ≤ 2
hf : {q ∈ pairs ι | q ⊆ S} = powersetCard 2 S
⊢ e S = e ∅ + ∑ a with a ∈ S, (e {a} - e ∅) + ∑ q ∈ pairs ι, if q ⊆ S then e q - e ∅ - ∑ i ∈ q, (e {i} - e ∅) else 0
```

Diagnosis. The message says that `rw [hf]` found no filtered set of pairs to rewrite. The step before it, `← sum_filter`, turns a sum with an `if … else 0` inside into a sum over a filtered set. Two sums in the goal have that form, and the rewrite settled on the one-body sum. Once its pattern was fixed to that sum, it no longer fitted the pair sum, which kept its `if`, as the printed goal shows. The left side of `hf` was therefore absent.

The repair uses the same four rewrites in another order. Now `sum_ite_mem` goes first and makes the one-body sum a sum over `univ ∩ S`, which `univ_inter` reduces to `S`. Only the pair sum still has the conditional form, so `← sum_filter` must act there, and it produces the filtered set that `hf` replaces by `powersetCard 2 S`.

Lean accepts the file once it reads:

```diff
@@ -19,5 +19,5 @@
     ext q
     simp [pairs, mem_powersetCard, and_comm]
-  rw [← sum_filter, hf, sum_ite_mem, univ_inter]
+  rw [sum_ite_mem, univ_inter, ← sum_filter, hf]
   rcases Nat.lt_or_ge S.card 2 with h | h
   · rw [powersetCard_eq_empty.2 h, sum_empty, add_zero]
```
